# Separating the kinetic energy of two particles, and the cusp coefficient of $1 + c\,r_{12}$

Take two particles of mass 1 on a line, with $\hbar = 1$, and write $\psi(x_1,x_2) = G(X,x)$ with $X = (x_1+x_2)/2$ and $x = x_1-x_2$. The chain rule gives $\partial_1 = \tfrac12\partial_X + \partial_x$ and $\partial_2 = \tfrac12\partial_X - \partial_x$, so

$$\partial_1^2\psi = \tfrac14 G_{XX} + G_{Xx} + G_{xx}, \qquad \partial_2^2\psi = \tfrac14 G_{XX} - G_{Xx} + G_{xx}.$$

The mixed terms cancel in the sum, and the kinetic energy $-\tfrac12(\partial_1^2+\partial_2^2)\psi$ becomes $-\tfrac14 G_{XX} - G_{xx}$.

## Unequal masses in $n$ dimensions

Let $m_1,m_2>0$, $M=m_1+m_2$ and $\mu=m_1m_2/M$. Put $\psi(r_1,r_2)=G(R,r)$ with $R=(m_1r_1+m_2r_2)/M$ and $r=r_1-r_2$, where $G$ is twice continuously differentiable at $(R,r)$. With $S = 2\sum_i \partial_{R_i}\partial_{r_i}G$, where the index $i$ labels the Cartesian components of $R$ and $r$ and not the particles, the same chain rule gives

$$\Delta_1\psi = \frac{m_1^2}{M^2}\Delta_R G + \frac{m_1}{M}S + \Delta_r G,\qquad
\Delta_2\psi = \frac{m_2^2}{M^2}\Delta_R G - \frac{m_2}{M}S + \Delta_r G.$$

Divide by $2m_1$ and $2m_2$ and add. The coefficient of $S$ is $\frac1{2M}-\frac1{2M}=0$, that of $\Delta_RG$ is $\frac{m_1+m_2}{2M^2}=\frac1{2M}$, and that of $\Delta_rG$ is $\frac12\left(\frac1{m_1}+\frac1{m_2}\right)=\frac1{2\mu}$. Hence

$$\frac{\Delta_1\psi}{2m_1}+\frac{\Delta_2\psi}{2m_2}=\frac{\Delta_RG}{2M}+\frac{\Delta_rG}{2\mu}.$$

For two electrons in atomic units $\mu=\tfrac12$, and the relative kinetic operator is $-\Delta_r$.

## The slope that removes the $1/r_{12}$ singularity

Let $w=|r|>0$, let $e_i$ be the unit vector along axis $i$, and let $r_i$ again be the component of $r$ along that axis. Since $|r+te_i|=\sqrt{w^2+2r_it+t^2}$, the first derivative in $t$ is $(r_i+t)/|r+te_i|$, and the second at $t=0$ is $(w^2-r_i^2)/w^3$. Summing over $i$ gives $\Delta|r|=(n-1)/w$. With the interaction $Z/r_{12}$, where $r_{12}=|r_1-r_2|$, the Hamiltonian $H$ therefore acts as

$$H(1+c\,r_{12})=\frac{Z-c(n-1)/(2\mu)}{r_{12}}+Zc .$$

This is bounded near coalescence exactly when $c(n-1)=2\mu Z$. For two electrons in three dimensions, in atomic units, $Z=1$ and $\mu=\tfrac12$, so $c=\tfrac12$. In one dimension the condition reads $0=2\mu Z$, and no slope compensates a nonzero $Z$.

Boundedness is the natural demand because an eigenfunction satisfies $H\psi=E\psi$, which is bounded wherever $\psi$ is. Kato's cusp condition concerns exact many-electron eigenfunctions; the calculation here concerns one trial function for an isolated pair. Some explicitly correlated methods, among them F12 methods with fixed amplitudes, build in the slope $\tfrac12$ for electron pairs in three dimensions whose spatial function is symmetric under exchange. Others, such as finite expansions in explicitly correlated Gaussians, do not have this cusp.

## Coordinates, masses and the kinetic operator in Lean

```lean
import Mathlib

open Filter Topology

namespace KatoCuspSeparation

noncomputable section

variable {n : ℕ}
```

Positions are functions `Fin n → ℝ`, and wave functions are real-valued.

```lean
/-- The unit vector along the Cartesian axis `i`. -/
def axis (i : Fin n) : Fin n → ℝ := Pi.single i 1

/-- The Laplacian: the sum of the second derivatives along the Cartesian axes. -/
def laplacian (f : (Fin n → ℝ) → ℝ) (x : Fin n → ℝ) : ℝ :=
  ∑ i, deriv (deriv fun t : ℝ => f (x + t • axis i)) 0
```

The Laplacian is built from one-variable derivatives along the axes.

```lean
/-- The Euclidean length of a vector. -/
def len (x : Fin n → ℝ) : ℝ := √(∑ i, x i ^ 2)
```

Mathlib's norm on `Fin n → ℝ` is the largest coordinate in absolute value, so the Euclidean distance is defined separately as `len`.

```lean
/-- The kinetic operator `-Δ₁/(2m₁) - Δ₂/(2m₂)` applied to `ψ`, in units with `ħ = 1`. -/
def kinetic (m₁ m₂ : ℝ) (ψ : (Fin n → ℝ) → (Fin n → ℝ) → ℝ) (r₁ r₂ : Fin n → ℝ) : ℝ :=
  -(laplacian (fun x => ψ x r₂) r₁ / (2 * m₁)) - laplacian (fun y => ψ r₁ y) r₂ / (2 * m₂)

/-- The reduced mass of two particles. -/
def reducedMass (m₁ m₂ : ℝ) : ℝ := m₁ * m₂ / (m₁ + m₂)

/-- The centre of mass of two particles. -/
def centre (m₁ m₂ : ℝ) (r₁ r₂ : Fin n → ℝ) : Fin n → ℝ :=
  (1 / (m₁ + m₂)) • (m₁ • r₁ + m₂ • r₂)

/-- The two-particle function obtained from a function `G` of centre of mass and separation. -/
def fromJacobi (m₁ m₂ : ℝ) (G : (Fin n → ℝ) × (Fin n → ℝ) → ℝ) (r₁ r₂ : Fin n → ℝ) : ℝ :=
  G (centre m₁ m₂ r₁ r₂, r₁ - r₂)
```

`fromJacobi` is the passage from $G$ to $\psi$.

```lean
/-- The mixed second derivatives of `G` in its two vector arguments, summed over the axes. -/
def mixed (G : (Fin n → ℝ) × (Fin n → ℝ) → ℝ) (p : (Fin n → ℝ) × (Fin n → ℝ)) : ℝ :=
  ∑ i, (fderiv ℝ (fderiv ℝ G) p (axis i, 0) (0, axis i)
    + fderiv ℝ (fderiv ℝ G) p (0, axis i) (axis i, 0))
```

`mixed` is $S$. It adds both orders of differentiation, so the proof needs no symmetry of second derivatives.

## Second derivatives along a line

```lean
/-- The second derivative along a straight line is the second Fréchet derivative applied twice
to the direction of the line. -/
theorem deriv2_line {E : Type*} [NormedAddCommGroup E] [NormedSpace ℝ E] {F : E → ℝ} {p : E}
    (hF : ContDiffAt ℝ 2 F p) (v : E) :
    deriv (deriv fun t : ℝ => F (p + t • v)) 0 = fderiv ℝ (fderiv ℝ F) p v v := by
  have hline : ∀ t : ℝ, HasDerivAt (fun t : ℝ => p + t • v) v t := fun t => by
    simpa using ((hasDerivAt_id t).smul_const v).const_add p
  have hp0 : p + (0 : ℝ) • v = p := by simp
  have h1 : ∀ᶠ y in 𝓝 p, DifferentiableAt ℝ F y :=
    (hF.eventually (by simp)).mono fun y hy => hy.differentiableAt (by norm_num)
  have h2 : Tendsto (fun t : ℝ => p + t • v) (𝓝 0) (𝓝 (p + (0 : ℝ) • v)) :=
    (hline 0).continuousAt
  rw [hp0] at h2
  have hd : deriv (fun t : ℝ => F (p + t • v)) =ᶠ[𝓝 0] fun t => fderiv ℝ F (p + t • v) v :=
    (h2.eventually h1).mono fun t ht => (ht.hasFDerivAt.comp_hasDerivAt t (hline t)).deriv
  rw [hd.deriv_eq]
  have hD : DifferentiableAt ℝ (fderiv ℝ F) p :=
    (hF.fderiv_right (m := 1) (by norm_num)).differentiableAt (by norm_num)
  have h3 : HasFDerivAt (fderiv ℝ F) (fderiv ℝ (fderiv ℝ F) p) (p + (0 : ℝ) • v) := by
    rw [hp0]; exact hD.hasFDerivAt
  have h4 := h3.comp_hasDerivAt (0 : ℝ) (hline 0)
  exact ((ContinuousLinearMap.apply ℝ ℝ v).hasFDerivAt.comp_hasDerivAt (0 : ℝ) h4).deriv
```

This lemma turns on the relation `=ᶠ[𝓝 0]`, equality for all $t$ sufficiently near 0. An outer derivative at 0 needs the inner derivative in a neighbourhood, not just its value at 0. `ContDiffAt ℝ 2 F p` is a hypothesis at one point, but it makes `F` differentiable at all nearby points. There the inner derivative is `fderiv ℝ F (p + t • v) v`, and `hd.deriv_eq` lets this formula replace it under the outer derivative. Nothing is required far from `p`, so $G$ may have a cusp at $r=0$ while the theorem is applied elsewhere.

```lean
/-- If moving a particle by `y` shifts the arguments of `G` by `a y` and `b y`, its Laplacian is
`a² Δ_R G + b² Δ_r G` plus `a b` times the mixed term. -/
theorem laplacian_chain {G : (Fin n → ℝ) × (Fin n → ℝ) → ℝ} {R r : Fin n → ℝ}
    (hG : ContDiffAt ℝ 2 G (R, r)) (a b : ℝ) {f : (Fin n → ℝ) → ℝ} {x : Fin n → ℝ}
    (hf : ∀ y, f (x + y) = G ((R, r) + (a • y, b • y))) :
    laplacian f x = a ^ 2 * laplacian (fun X => G (X, r)) R + a * b * mixed G (R, r)
      + b ^ 2 * laplacian (fun y => G (R, y)) r := by
  have step : ∀ (g : ℝ → ℝ) (v : (Fin n → ℝ) × (Fin n → ℝ)),
      (g = fun t : ℝ => G ((R, r) + t • v)) →
      deriv (deriv g) 0 = fderiv ℝ (fderiv ℝ G) (R, r) v v := by
    intro g v hg
    rw [hg]
    exact deriv2_line hG v
  have hR : laplacian (fun X => G (X, r)) R
      = ∑ i, fderiv ℝ (fderiv ℝ G) (R, r) (axis i, 0) (axis i, 0) :=
    Finset.sum_congr rfl fun i _ => step _ _ (by funext t; simp)
  have hr : laplacian (fun y => G (R, y)) r
      = ∑ i, fderiv ℝ (fderiv ℝ G) (R, r) (0, axis i) (0, axis i) :=
    Finset.sum_congr rfl fun i _ => step _ _ (by funext t; simp)
  have hx : laplacian f x
      = ∑ i, fderiv ℝ (fderiv ℝ G) (R, r) (a • axis i, b • axis i) (a • axis i, b • axis i) :=
    Finset.sum_congr rfl fun i _ => step _ _ (by
      funext t
      rw [hf, Prod.smul_mk, smul_comm a t (axis i), smul_comm b t (axis i)])
  rw [hx, hR, hr, mixed]
  simp only [Finset.mul_sum, ← Finset.sum_add_distrib]
  refine Finset.sum_congr rfl fun i _ => ?_
  -- expand the quadratic form in the two shifts
  have hv : ((a • axis i, b • axis i) : (Fin n → ℝ) × (Fin n → ℝ))
      = a • (axis i, 0) + b • (0, axis i) := by simp
  rw [hv]
  simp only [map_add, map_smul, add_apply, smul_apply, smul_eq_mul]
  ring
```

Moving one particle by $y$ moves $(R,r)$ by $(ay,by)$. The second Fréchet derivative is bilinear, so `map_add` and `map_smul` expand it into the three terms of the chain rule.

## The separation theorem

```lean
/-- The kinetic operator of two particles equals that of a particle of the total mass at the
centre of mass and a particle of the reduced mass at the separation vector. -/
theorem kinetic_separation {m₁ m₂ : ℝ} (hm₁ : 0 < m₁) (hm₂ : 0 < m₂)
    {G : (Fin n → ℝ) × (Fin n → ℝ) → ℝ} {r₁ r₂ : Fin n → ℝ}
    (hG : ContDiffAt ℝ 2 G (centre m₁ m₂ r₁ r₂, r₁ - r₂)) :
    kinetic m₁ m₂ (fromJacobi m₁ m₂ G) r₁ r₂
      = kinetic (m₁ + m₂) (reducedMass m₁ m₂) (fun R r => G (R, r))
          (centre m₁ m₂ r₁ r₂) (r₁ - r₂) := by
  have h1 := laplacian_chain hG (m₁ / (m₁ + m₂)) 1
    (f := fun x => fromJacobi m₁ m₂ G x r₂) (x := r₁) (by
      intro y
      simp only [fromJacobi]
      congr 1
      ext i <;> simp [centre] <;> ring)
  have h2 := laplacian_chain hG (m₂ / (m₁ + m₂)) (-1)
    (f := fun y => fromJacobi m₁ m₂ G r₁ y) (x := r₂) (by
      intro y
      simp only [fromJacobi]
      congr 1
      ext i <;> simp [centre] <;> ring)
  simp only [kinetic, reducedMass]
  rw [h1, h2]
  -- the mixed terms carry opposite weights and cancel
  generalize laplacian (fun X => G (X, r₁ - r₂)) (centre m₁ m₂ r₁ r₂) = A
  generalize laplacian (fun y => G (centre m₁ m₂ r₁ r₂, y)) (r₁ - r₂) = B
  generalize mixed G (centre m₁ m₂ r₁ r₂, r₁ - r₂) = C
  have hM : m₁ + m₂ ≠ 0 := by positivity
  field_simp
  ring
```

The right-hand side is the same `kinetic`, now with masses $M$ and $\mu$; it is the displayed identity with both sides negated. The chain rule is used with $(a,b)=(m_1/M,1)$ and $(m_2/M,-1)$, and `field_simp` and `ring` carry out the cancellation.

```lean
/-- For two electrons in atomic units the kinetic operator is `-Δ_R/4 - Δ_r`. -/
theorem kinetic_two_electrons {G : (Fin n → ℝ) × (Fin n → ℝ) → ℝ} {r₁ r₂ : Fin n → ℝ}
    (hG : ContDiffAt ℝ 2 G (centre 1 1 r₁ r₂, r₁ - r₂)) :
    kinetic 1 1 (fromJacobi 1 1 G) r₁ r₂
      = -(laplacian (fun R => G (R, r₁ - r₂)) (centre 1 1 r₁ r₂) / 4)
        - laplacian (fun r => G (centre 1 1 r₁ r₂, r)) (r₁ - r₂) := by
  rw [kinetic_separation one_pos one_pos hG]
  simp only [kinetic, reducedMass]
  ring
```

## The Laplacian of a linear correlation factor

```lean
/-- A nonzero vector has positive length. -/
theorem len_pos {x : Fin n → ℝ} (hx : x ≠ 0) : 0 < len x := by
  obtain ⟨i, hi⟩ := Function.ne_iff.1 hx
  have hi' : x i ≠ 0 := hi
  exact Real.sqrt_pos.2 (Finset.sum_pos' (fun _ _ => sq_nonneg _)
    ⟨i, Finset.mem_univ i, by positivity⟩)

/-- The second derivative of `1 + c |r|` along an axis, at distance `w` from the origin and with
coordinate `a` on that axis. -/
theorem deriv2_distance {w : ℝ} (hw : 0 < w) (a c : ℝ) :
    deriv (deriv fun t : ℝ => 1 + c * √(w ^ 2 + 2 * a * t + t ^ 2)) 0
      = c * (w ^ 2 - a ^ 2) / w ^ 3 := by
  have hq : ∀ t : ℝ, HasDerivAt (fun t : ℝ => w ^ 2 + 2 * a * t + t ^ 2) (2 * a + 2 * t) t :=
    fun t => ((((hasDerivAt_id' t).const_mul (2 * a)).const_add (w ^ 2)).fun_add
      (hasDerivAt_pow 2 t)).congr_deriv (by norm_num)
  have hq0 : w ^ 2 + 2 * a * 0 + (0 : ℝ) ^ 2 = w ^ 2 := by ring
  have hpos : 0 < w ^ 2 + 2 * a * 0 + (0 : ℝ) ^ 2 := by rw [hq0]; positivity
  have hev : ∀ᶠ t in 𝓝 (0 : ℝ), 0 < w ^ 2 + 2 * a * t + t ^ 2 :=
    (hq 0).continuousAt.tendsto.eventually (lt_mem_nhds hpos)
  have hd : deriv (fun t : ℝ => 1 + c * √(w ^ 2 + 2 * a * t + t ^ 2)) =ᶠ[𝓝 0]
      fun t => c * ((a + t) / √(w ^ 2 + 2 * a * t + t ^ 2)) := hev.mono fun t ht => by
    refine ((((hq t).sqrt ht.ne').const_mul c).const_add 1).deriv.trans ?_
    rw [← mul_add, mul_div_mul_left _ _ two_ne_zero]
  rw [hd.deriv_eq]
  refine ((((hasDerivAt_id' (0 : ℝ)).const_add a).fun_div ((hq 0).sqrt hpos.ne')
    (Real.sqrt_pos.2 hpos).ne').const_mul c).deriv.trans ?_
  simp only [hq0, Real.sqrt_sq hw.le]
  field_simp
  ring
```

Here `w` is the distance and `a` the coordinate $r_i$. The square root is differentiated twice, again through equality near $t=0$.

```lean
/-- Away from the origin of `n`-dimensional space, the Laplacian of `1 + c |r|` is
`c (n - 1) / |r|`. -/
theorem laplacian_linear (c : ℝ) {x : Fin n → ℝ} (hx : x ≠ 0) :
    laplacian (fun r => 1 + c * len r) x = c * ((n : ℝ) - 1) / len x := by
  have hw := len_pos hx
  have hw2 : len x ^ 2 = ∑ i, x i ^ 2 := Real.sq_sqrt (Finset.sum_nonneg fun _ _ => sq_nonneg _)
  have shift : ∀ (i : Fin n) (t : ℝ),
      ∑ j, (x + t • axis i) j ^ 2 = ∑ j, x j ^ 2 + 2 * x i * t + t ^ 2 := by
    intro i t
    have h : ∀ j, (x + t • axis i) j ^ 2
        = x j ^ 2 + if j = i then 2 * x i * t + t ^ 2 else 0 := by
      intro j
      by_cases hj : j = i
      · subst hj; simp [axis]; ring
      · simp [axis, hj]
    rw [Finset.sum_congr rfl fun j _ => h j, Finset.sum_add_distrib]
    simp [add_assoc]
  have key : ∀ i, deriv (deriv fun t : ℝ => 1 + c * len (x + t • axis i)) 0
      = c * (len x ^ 2 - x i ^ 2) / len x ^ 3 := by
    intro i
    rw [← deriv2_distance hw (x i) c]
    congr 2
    funext t
    change 1 + c * √(∑ j, (x + t • axis i) j ^ 2) = _
    rw [shift, hw2]
  calc laplacian (fun r => 1 + c * len r) x
      = ∑ i, c * (len x ^ 2 - x i ^ 2) / len x ^ 3 := Finset.sum_congr rfl fun i _ => key i
    _ = c * (n * len x ^ 2 - ∑ i, x i ^ 2) / len x ^ 3 := by
        rw [← Finset.sum_div, ← Finset.mul_sum, Finset.sum_sub_distrib]; simp
    _ = c * ((n : ℝ) - 1) / len x := by
        rw [← hw2, div_eq_div_iff (pow_pos hw 3).ne' hw.ne']; ring
```

`shift` expands $|x+te_i|^2$, `key` supplies each axis term, and the final calculation sums them to $c(n-1)/|x|$.

## Boundedness at coalescence

```lean
/-- The two-particle Hamiltonian with interaction `Z / r₁₂`, applied to `ψ`. -/
def hamiltonian (m₁ m₂ Z : ℝ) (ψ : (Fin n → ℝ) → (Fin n → ℝ) → ℝ) (r₁ r₂ : Fin n → ℝ) : ℝ :=
  kinetic m₁ m₂ ψ r₁ r₂ + Z / len (r₁ - r₂) * ψ r₁ r₂
```

The real number `Z` sets the strength of the interaction: positive for repulsion, and 1 for two electrons in atomic units. The $1/r_{12}$ form is assumed in every dimension, and there is no external potential.

```lean
/-- The correlation factor `1 + c r₁₂`. -/
def linearPair (c : ℝ) (r₁ r₂ : Fin n → ℝ) : ℝ := 1 + c * len (r₁ - r₂)

set_option maxHeartbeats 400000 in
/-- Away from coalescence, the Hamiltonian turns `1 + c r₁₂` into a constant plus a multiple
of `1 / r₁₂`. -/
theorem hamiltonian_linearPair {m₁ m₂ : ℝ} (hm₁ : 0 < m₁) (hm₂ : 0 < m₂) (Z c : ℝ)
    {r₁ r₂ : Fin n → ℝ} (h : r₁ ≠ r₂) :
    hamiltonian m₁ m₂ Z (linearPair c) r₁ r₂
      = (Z - c * ((n : ℝ) - 1) / (2 * reducedMass m₁ m₂)) / len (r₁ - r₂) + Z * c := by
  have hx : r₁ - r₂ ≠ 0 := sub_ne_zero.2 h
  have hw := len_pos hx
  have hne : ∑ i, (r₁ - r₂) i ^ 2 ≠ 0 := (Real.sqrt_pos.1 hw).ne'
  -- the distance is smooth away from coalescence
  have hi : ∀ i : Fin n, ContDiff ℝ 2 (fun p : (Fin n → ℝ) × (Fin n → ℝ) => p.2 i) :=
    fun i => (contDiff_apply ℝ ℝ i).comp contDiff_snd
  have hs : ContDiff ℝ 2 (fun p : (Fin n → ℝ) × (Fin n → ℝ) => ∑ i, p.2 i ^ 2) :=
    ContDiff.sum fun i _ => (hi i).pow 2
  have hlen : ContDiffAt ℝ 2 (fun p : (Fin n → ℝ) × (Fin n → ℝ) => len p.2)
      (centre m₁ m₂ r₁ r₂, r₁ - r₂) := by
    simp only [len]
    exact hs.contDiffAt.sqrt hne
  have hc1 : ContDiffAt ℝ 2 (fun _ : (Fin n → ℝ) × (Fin n → ℝ) => (1 : ℝ))
      (centre m₁ m₂ r₁ r₂, r₁ - r₂) := contDiffAt_const
  have hcc : ContDiffAt ℝ 2 (fun _ : (Fin n → ℝ) × (Fin n → ℝ) => c)
      (centre m₁ m₂ r₁ r₂, r₁ - r₂) := contDiffAt_const
  have hG : ContDiffAt ℝ 2 (fun p : (Fin n → ℝ) × (Fin n → ℝ) => 1 + c * len p.2)
      (centre m₁ m₂ r₁ r₂, r₁ - r₂) := hc1.add (hcc.mul hlen)
  have hk := kinetic_separation hm₁ hm₂ hG
  change kinetic m₁ m₂ (linearPair c) r₁ r₂
    = -(laplacian (fun _ : Fin n → ℝ => 1 + c * len (r₁ - r₂)) (centre m₁ m₂ r₁ r₂)
        / (2 * (m₁ + m₂)))
      - laplacian (fun r => 1 + c * len r) (r₁ - r₂) / (2 * reducedMass m₁ m₂) at hk
  have h0 : laplacian (fun _ : Fin n → ℝ => 1 + c * len (r₁ - r₂)) (centre m₁ m₂ r₁ r₂) = 0 := by
    simp [laplacian]
  rw [h0, laplacian_linear c hx] at hk
  rw [hamiltonian, hk, linearPair]
  have hcancel := mul_inv_cancel₀ hw.ne'
  generalize len (r₁ - r₂) = w at hcancel ⊢
  linear_combination Z * c * hcancel
```

The proof checks that $1+c|r|$ is smooth enough away from $r=0$, then applies the separation theorem. The centre-of-mass term vanishes because the function does not depend on $R$.

```lean
/-- The Hamiltonian applied to `1 + c r₁₂` stays bounded near coalescence exactly when
`c (n - 1) = 2 μ Z`. -/
theorem cusp_condition (hn : 0 < n) {m₁ m₂ : ℝ} (hm₁ : 0 < m₁) (hm₂ : 0 < m₂) (Z c : ℝ) :
    (∃ δ > 0, ∃ C, ∀ r₁ r₂ : Fin n → ℝ, r₁ ≠ r₂ → len (r₁ - r₂) < δ →
      |hamiltonian m₁ m₂ Z (linearPair c) r₁ r₂| ≤ C)
      ↔ c * ((n : ℝ) - 1) = 2 * reducedMass m₁ m₂ * Z := by
  have hμ : 0 < reducedMass m₁ m₂ := by unfold reducedMass; positivity
  have hK : Z - c * ((n : ℝ) - 1) / (2 * reducedMass m₁ m₂) = 0
      ↔ c * ((n : ℝ) - 1) = 2 * reducedMass m₁ m₂ * Z := by
    rw [sub_eq_zero, eq_div_iff (by positivity), mul_comm Z, eq_comm]
  rw [← hK]
  constructor
  · rintro ⟨δ, hδ, C, hC⟩
    by_contra hne
    have hform := fun (r₁ r₂ : Fin n → ℝ) (h : r₁ ≠ r₂) =>
      hamiltonian_linearPair hm₁ hm₂ Z c h
    generalize Z - c * ((n : ℝ) - 1) / (2 * reducedMass m₁ m₂) = K at hne hform
    have hKpos : 0 < |K| := abs_pos.2 hne
    have hD : 0 ≤ |C| + |Z * c| := by positivity
    -- a separation so small that the `1 / r₁₂` term exceeds the bound
    obtain ⟨t, ht, htδ, htK⟩ : ∃ t : ℝ, 0 < t ∧ t < δ ∧
        t ≤ |K| / (2 * (|C| + |Z * c| + 1)) :=
      ⟨min (δ / 2) (|K| / (2 * (|C| + |Z * c| + 1))), lt_min (by positivity) (by positivity),
        (min_le_left _ _).trans_lt (by linarith), min_le_right _ _⟩
    have hl : len (t • axis (⟨0, hn⟩ : Fin n) - 0) = t := by
      simp [len, axis, Pi.single_apply, ite_pow, ht.le]
    have hr : t • axis (⟨0, hn⟩ : Fin n) ≠ 0 := by
      intro h
      have h' := congrFun h ⟨0, hn⟩
      simp [axis, ht.ne'] at h'
    have hb := hC _ 0 hr (by rw [hl]; exact htδ)
    rw [hform _ 0 hr, hl] at hb
    have h1 := abs_le.1 hb
    have h2 : |K / t| ≤ |C| + |Z * c| := by
      rw [abs_le]
      constructor <;>
        linarith [h1.1, h1.2, neg_abs_le (Z * c), le_abs_self (Z * c), le_abs_self C]
    rw [abs_div, abs_of_pos ht, div_le_iff₀ ht] at h2
    rw [le_div_iff₀ (by positivity)] at htK
    nlinarith [mul_nonneg hD ht.le]
  · intro h
    refine ⟨1, one_pos, |Z * c|, fun r₁ r₂ hr _ => ?_⟩
    rw [hamiltonian_linearPair hm₁ hm₂ Z c hr, h, zero_div, zero_add]
```

The left side asks for one bound `C` valid at all nonzero separations below some `δ`. If the coefficient `K` of $1/r_{12}$ is nonzero, the proof puts particle 2 at the origin and particle 1 at a small distance `t` along the first axis, where $|K|/t$ exceeds what `C` allows. If it is zero, the result is the constant $Zc$, and `|Z * c|` is a bound.

```lean
/-- For two electrons in three dimensions, the Hamiltonian applied to `1 + c r₁₂` stays bounded
near coalescence exactly when `c = 1/2`. -/
theorem electron_cusp (c : ℝ) :
    (∃ δ > 0, ∃ C, ∀ r₁ r₂ : Fin 3 → ℝ, r₁ ≠ r₂ → len (r₁ - r₂) < δ →
      |hamiltonian 1 1 1 (linearPair c) r₁ r₂| ≤ C) ↔ c = 1 / 2 := by
  rw [cusp_condition (by norm_num) one_pos one_pos]
  unfold reducedMass
  push_cast
  constructor <;> intro h <;> linarith

end

end KatoCuspSeparation
```

With $n=3$, unit masses and $Z=1$, the condition is $2c=1$.

```lean
#print axioms KatoCuspSeparation.kinetic_separation
#print axioms KatoCuspSeparation.kinetic_two_electrons
#print axioms KatoCuspSeparation.electron_cusp
```

```
'KatoCuspSeparation.kinetic_separation' depends on axioms: [propext, Classical.choice, Quot.sound]
'KatoCuspSeparation.kinetic_two_electrons' depends on axioms: [propext, Classical.choice, Quot.sound]
'KatoCuspSeparation.electron_cusp' depends on axioms: [propext, Classical.choice, Quot.sound]
```
